# Griffiths' bound for finite Ising systems: zero-field ferromagnetic long-range order forces magnetization in a field

**Q.** Before any Lean, show me one spin. What is being claimed?

**A.** Let $s=\pm1$ be the spin, so the magnetization is $M=s$. Flipping it leaves its energy $E$ unchanged, so $E$ is a constant and drops out. Put $y=\beta h$, with $\beta$ the inverse temperature and $h$ the field. Without the field, $\langle M\rangle_0=0$ but $\langle M^2\rangle_0=1$. In the field, $\langle M\rangle_h=\tanh y$, and the partition function $Z$ grows by the factor $Z(h)/Z(0)=\cosh y$. The claim reads
$$\log\cosh y\le y\tanh y .$$
It holds because $\log\cosh$ is convex and vanishes at $0$: its tangent at $y$, with slope $\tanh y$, lies below it at the origin.

For any finite set of spins, let $M$ be their sum, and let the energy without the field be flip-even: unchanged when all spins are flipped together. The bound becomes
$$\log\cosh\!\big(\beta h\sqrt{\langle M^2\rangle_0}\big)\le\beta h\,\langle M\rangle_h .$$
For $\beta h>0$, the fluctuations at zero field thus bound the magnetization in the field from below.

**Q.** How are the spins represented?

**A.** `Λ` is a finite type of sites, possibly empty. A configuration is a map `Λ → ℤˣ`; the units of the integers are exactly $1$ and $-1$. The magnetization is the total $M(s)=\sum_i s_i$, not the value per site.

```lean
import Mathlib

open Finset Filter

namespace GriffithsMagnetizationBound

noncomputable section

variable {Λ : Type*} [Fintype Λ]

/-- Total magnetization of an Ising configuration, the sum of its spins `±1`. -/
def magnetization (s : Λ → ℤˣ) : ℝ := ∑ i, ((s i : ℤ) : ℝ)
```

The global flip is the negation `-s`, and it reverses $M$.

```lean
/-- Flipping all spins reverses the magnetization. -/
theorem magnetization_neg (s : Λ → ℤˣ) : magnetization (-s) = -magnetization s := by
  simp [magnetization]
```

**Q.** And the thermal state? I want to see the sign and units of the field.

**A.** The weight is $e^{-\beta E(s)+\beta hM(s)}$. Thus $E$ is the energy without the field, positive $h$ favours positive $M$, and $h$ carries units of energy, with the magnetic moment absorbed.

```lean
variable [DecidableEq Λ]

/-- Boltzmann weight at inverse temperature `β` in the field `h`. -/
def weight (E : (Λ → ℤˣ) → ℝ) (β h : ℝ) (s : Λ → ℤˣ) : ℝ :=
  Real.exp (-β * E s + β * h * magnetization s)
```

The partition function $Z(h)$ is the sum of the weights, the probability $p_h(s)$ is the weight divided by $Z(h)$, and $\langle f\rangle_h$ is the sum of probability times $f$.

```lean
/-- Partition function in the field `h`. -/
def partitionFn (E : (Λ → ℤˣ) → ℝ) (β h : ℝ) : ℝ := ∑ s, weight E β h s

/-- Gibbs probability of a configuration. -/
def prob (E : (Λ → ℤˣ) → ℝ) (β h : ℝ) (s : Λ → ℤˣ) : ℝ :=
  weight E β h s / partitionFn E β h

/-- Thermal average of an observable `f` in the field `h`. -/
def avg (E : (Λ → ℤˣ) → ℝ) (β h : ℝ) (f : (Λ → ℤˣ) → ℝ) : ℝ :=
  ∑ s, prob E β h s * f s
```

The next three lemmas confirm that these are honest probabilities: $Z(h)>0$, and the $p_h(s)$ are nonnegative and sum to one.

```lean
private lemma partitionFn_pos (E : (Λ → ℤˣ) → ℝ) (β h : ℝ) : 0 < partitionFn E β h :=
  Finset.sum_pos (fun _ _ => Real.exp_pos _) Finset.univ_nonempty

private lemma prob_nonneg (E : (Λ → ℤˣ) → ℝ) (β h : ℝ) (s : Λ → ℤˣ) : 0 ≤ prob E β h s :=
  div_nonneg (Real.exp_pos _).le (partitionFn_pos E β h).le

private lemma prob_sum (E : (Λ → ℤˣ) → ℝ) (β h : ℝ) : ∑ s, prob E β h s = 1 := by
  unfold prob
  rw [← Finset.sum_div]
  exact div_self (partitionFn_pos E β h).ne'
```

**Q.** Where is the Ising interaction? I see no lattice and no coupling.

**A.** `E` is an arbitrary real function of the configuration. The only condition is `hE`, which says $E(-s)=E(s)$: no built-in field or other term odd under the flip. Pair couplings of any sign and range qualify, including the mean-field energy $-JM^2/(2N)$ for $N$ spins. Hard constraints with infinite energy do not, nor do quantum spins.

At $h=0$ the condition makes $s$ and $-s$ equally probable. Relabelling the sum by the flip gives $\langle f(-s)\rangle_0=\langle f(s)\rangle_0$; in the code, `Equiv.neg` does the relabelling.

```lean
/-- Without a field, a flip-even energy gives an observable and its spin-flipped version
the same thermal average. -/
theorem avg_flip (E : (Λ → ℤˣ) → ℝ) (hE : ∀ s, E (-s) = E s) (β : ℝ)
    (f : (Λ → ℤˣ) → ℝ) : avg E β 0 (fun s => f (-s)) = avg E β 0 f := by
  have hp : ∀ s, prob E β 0 (-s) = prob E β 0 s := by
    intro s
    simp [prob, weight, hE]
  unfold avg
  refine Fintype.sum_equiv (Equiv.neg (Λ → ℤˣ)) _ _ (fun s => ?_)
  rw [Equiv.neg_apply, hp]
```

With $f=M$ this says $-\langle M\rangle_0=\langle M\rangle_0$, hence $\langle M\rangle_0=0$.

```lean
/-- In zero field the mean magnetization of a finite system with flip-even energy vanishes. -/
theorem zero_field_magnetization (E : (Λ → ℤˣ) → ℝ) (hE : ∀ s, E (-s) = E s) (β : ℝ) :
    avg E β 0 magnetization = 0 := by
  have h1 := avg_flip E hE β magnetization
  have h2 : avg E β 0 (fun s => magnetization (-s)) = -avg E β 0 magnetization := by
    simp [avg, magnetization_neg]
  linarith
```

**Q.** So no finite system with flip-even energy magnetizes by itself. How does the field enter the derivation?

**A.** Through reweighting. For two fields $h$ and $k$,
$$e^{-\beta E+\beta hM}\,e^{\beta(k-h)M}=e^{-\beta E+\beta kM}.$$
Summing over configurations and dividing by $Z(h)$ gives
$$\big\langle e^{\beta(k-h)M}\big\rangle_h=\frac{Z(k)}{Z(h)} .$$

```lean
/-- Changing the field from `h` to `k` multiplies the partition function by a thermal average
taken in the field `h`. -/
theorem avg_reweight (E : (Λ → ℤˣ) → ℝ) (β h k : ℝ) :
    avg E β h (fun s => Real.exp (β * (k - h) * magnetization s))
      = partitionFn E β k / partitionFn E β h := by
  have key : ∀ s, weight E β h s * Real.exp (β * (k - h) * magnetization s)
      = weight E β k s := by
    intro s
    unfold weight
    rw [← Real.exp_add]
    congr 1
    ring
  change ∑ s, weight E β h s / partitionFn E β h * Real.exp (β * (k - h) * magnetization s)
    = (∑ s, weight E β k s) / partitionFn E β h
  rw [Finset.sum_div]
  refine Finset.sum_congr rfl (fun s _ => ?_)
  rw [← key s, div_mul_eq_mul_div]
```

Now set $k=0$. Jensen's inequality for the exponential yields
$$e^{-\beta h\langle M\rangle_h}\le\big\langle e^{-\beta hM}\big\rangle_h=\frac{Z(0)}{Z(h)},$$
and taking logarithms and changing sign gives
$$\log\frac{Z(h)}{Z(0)}\le\beta h\,\langle M\rangle_h .$$
In the proof, `h1` is Jensen, `h2` pulls the constant out of the average, and the remaining lines take the logarithm.

```lean
/-- The logarithm of the partition function grows, on switching on the field `h`, by at most
`β h` times the magnetization in that field. -/
theorem log_partition_ratio_le (E : (Λ → ℤˣ) → ℝ) (β h : ℝ) :
    Real.log (partitionFn E β h / partitionFn E β 0) ≤ β * h * avg E β h magnetization := by
  -- Jensen's inequality for the exponential, in the state with field `h`
  have h1 : Real.exp (∑ s, prob E β h s * (β * (0 - h) * magnetization s))
      ≤ avg E β h (fun s => Real.exp (β * (0 - h) * magnetization s)) := by
    have := convexOn_exp.map_sum_le (t := Finset.univ) (w := prob E β h)
      (p := fun s => β * (0 - h) * magnetization s)
      (fun s _ => prob_nonneg E β h s) (prob_sum E β h) (fun s _ => Set.mem_univ _)
    simpa only [smul_eq_mul, avg] using this
  have h2 : ∑ s, prob E β h s * (β * (0 - h) * magnetization s)
      = β * (0 - h) * avg E β h magnetization := by
    unfold avg
    rw [Finset.mul_sum]
    exact Finset.sum_congr rfl (fun s _ => by ring)
  rw [avg_reweight, h2] at h1
  have h3 := Real.log_le_log (Real.exp_pos _) h1
  have hh := (partitionFn_pos E β h).ne'
  have h0 := (partitionFn_pos E β 0).ne'
  rw [Real.log_exp, Real.log_div h0 hh] at h3
  rw [Real.log_div hh h0]
  linarith
```

**Q.** That bounds the magnetization by a free-energy difference. Where does $\langle M^2\rangle_0$ come from?

**A.** From a comparison of power series. For any observable $f$ and real $x$, convexity of $t\mapsto t^n$ on $t\ge0$ gives, for every natural number $n$,
$$\big(x^2\langle f^2\rangle\big)^n\le\big\langle (xf)^{2n}\big\rangle .$$
Divide by $(2n)!$ and sum over $n$:
$$\cosh\!\big(x\sqrt{\langle f^2\rangle}\big)\le\langle\cosh(xf)\rangle .$$
For one spin and $f=M$ this is an equality, since $M^2=1$ always. Two spins already show a real inequality, because $M$ can be $0$ or $\pm2$.

In the code, `e` identifies the squared argument on the left, `hs` is the averaged cosh series, `j` is the inequality for one $n$, and `hasSum_le` adds them up.

```lean
/-- The thermal average of `cosh (x f)` is at least `cosh` of `x` times the
root-mean-square value of `f`. -/
theorem cosh_rms_le (E : (Λ → ℤˣ) → ℝ) (β h x : ℝ) (f : (Λ → ℤˣ) → ℝ) :
    Real.cosh (x * √(avg E β h (fun s => f s ^ 2)))
      ≤ avg E β h (fun s => Real.cosh (x * f s)) := by
  have ha : 0 ≤ avg E β h (fun s => f s ^ 2) :=
    Finset.sum_nonneg (fun s _ => mul_nonneg (prob_nonneg E β h s) (sq_nonneg _))
  have e : (x * √(avg E β h (fun s => f s ^ 2))) ^ 2
      = ∑ s, prob E β h s * (x * f s) ^ 2 := by
    rw [mul_pow, Real.sq_sqrt ha]
    unfold avg
    rw [Finset.mul_sum]
    exact Finset.sum_congr rfl (fun s _ => by ring)
  have hs : HasSum
      (fun n : ℕ => ∑ s, prob E β h s * ((x * f s) ^ (2 * n) / ((2 * n).factorial : ℝ)))
      (avg E β h (fun s => Real.cosh (x * f s))) :=
    hasSum_sum (fun s _ => (Real.hasSum_cosh (x * f s)).mul_left _)
  -- compare the two power series moment by moment
  refine hasSum_le (fun n => ?_) (Real.hasSum_cosh _) hs
  have j : (∑ s, prob E β h s * (x * f s) ^ 2) ^ n
      ≤ ∑ s, prob E β h s * ((x * f s) ^ 2) ^ n :=
    Real.pow_arith_mean_le_arith_mean_pow Finset.univ (prob E β h)
      (fun s => (x * f s) ^ 2) (fun s _ => prob_nonneg E β h s) (prob_sum E β h)
      (fun s _ => sq_nonneg _) n
  rw [pow_mul, e]
  refine (div_le_div_of_nonneg_right j (Nat.cast_nonneg _)).trans (le_of_eq ?_)
  rw [Finset.sum_div]
  refine Finset.sum_congr rfl (fun s _ => ?_)
  rw [pow_mul (x * f s) 2 n, mul_div_assoc]
```

It remains to recognise the right-hand side. Reweighting from zero field gives $Z(h)/Z(0)=\langle e^{\beta hM}\rangle_0$. By flip symmetry this also equals $\langle e^{-\beta hM}\rangle_0$, so half the sum of the two is
$$\langle\cosh(\beta hM)\rangle_0=\frac{Z(h)}{Z(0)} .$$

```lean
/-- For a flip-even energy, the partition function in a field relative to that without
is the zero-field average of `cosh (β h M)`. -/
theorem avg_cosh (E : (Λ → ℤˣ) → ℝ) (hE : ∀ s, E (-s) = E s) (β h : ℝ) :
    avg E β 0 (fun s => Real.cosh (β * h * magnetization s))
      = partitionFn E β h / partitionFn E β 0 := by
  have a1 := avg_reweight E β 0 h
  have a2 : avg E β 0 (fun s => Real.exp (β * (h - 0) * magnetization (-s)))
      = avg E β 0 (fun s => Real.exp (β * (h - 0) * magnetization s)) :=
    avg_flip E hE β (fun s => Real.exp (β * (h - 0) * magnetization s))
  have split : avg E β 0 (fun s => Real.cosh (β * h * magnetization s))
      = (avg E β 0 (fun s => Real.exp (β * (h - 0) * magnetization s))
        + avg E β 0 (fun s => Real.exp (β * (h - 0) * magnetization (-s)))) / 2 := by
    unfold avg
    rw [← Finset.sum_add_distrib, Finset.sum_div]
    refine Finset.sum_congr rfl (fun s _ => ?_)
    beta_reduce
    rw [magnetization_neg, Real.cosh_eq, sub_zero, mul_neg]
    ring
  rw [split, a2, a1]
  ring
```

Take $f=M$ and $x=\beta h$, then chain the results:
$$\log\cosh\!\big(\beta h\sqrt{\langle M^2\rangle_0}\big)\le\log\frac{Z(h)}{Z(0)}\le\beta h\,\langle M\rangle_h .$$

```lean
/-- Griffiths bound: the zero-field fluctuations of the magnetization bound from below `β h` times
the magnetization in the field `h`, for every flip-even energy. -/
theorem griffiths_bound (E : (Λ → ℤˣ) → ℝ) (hE : ∀ s, E (-s) = E s) (β h : ℝ) :
    Real.log (Real.cosh (β * h * √(avg E β 0 (fun s => magnetization s ^ 2))))
      ≤ β * h * avg E β h magnetization := by
  have h1 := cosh_rms_le E β 0 (β * h) magnetization
  rw [avg_cosh E hE] at h1
  exact (Real.log_le_log (Real.cosh_pos _) h1).trans (log_partition_ratio_le E β h)
```

**Q.** `griffiths_bound` doesn't ask for $\beta,h>0$. Is something missing?

**A.** No. Neither Jensen nor the series comparison uses a sign. For negative $\beta h$ the bound says that $\langle M\rangle_h$ is not positive, as it should. Signs matter only when we divide by $\beta h$.

For $\beta,h>0$, write $r=\sqrt{\langle M^2\rangle_0}$. Since $\cosh y\ge e^y/2$, we have $\beta hr-\log2\le\log\cosh(\beta hr)\le\beta h\langle M\rangle_h$, and therefore
$$\langle M\rangle_h\ge\sqrt{\langle M^2\rangle_0}-\frac{\log2}{\beta h}.$$

```lean
/-- For a flip-even energy and `β > 0`, in a positive field the magnetization is at least the
zero-field root-mean-square magnetization minus `log 2 / (β h)`. -/
theorem rms_sub_le_magnetization (E : (Λ → ℤˣ) → ℝ) (hE : ∀ s, E (-s) = E s)
    {β h : ℝ} (hβ : 0 < β) (hh : 0 < h) :
    √(avg E β 0 (fun s => magnetization s ^ 2)) - Real.log 2 / (β * h)
      ≤ avg E β h magnetization := by
  have hb : 0 < β * h := mul_pos hβ hh
  have g := griffiths_bound E hE β h
  set r := √(avg E β 0 (fun s => magnetization s ^ 2))
  -- `cosh y ≥ exp y / 2`
  have c : Real.exp (β * h * r) / 2 ≤ Real.cosh (β * h * r) := by
    rw [Real.cosh_eq]
    linarith [Real.exp_pos (-(β * h * r))]
  have l := Real.log_le_log (by positivity) c
  rw [Real.log_div (Real.exp_pos _).ne' two_ne_zero, Real.log_exp] at l
  have q : r - Real.log 2 / (β * h) = (β * h * r - Real.log 2) / (β * h) := by
    rw [sub_div, mul_div_cancel_left₀ r hb.ne']
  rw [q, div_le_iff₀ hb]
  linarith
```

The correction does not depend on the number of spins. If $r$ grows like $N$, the correction is negligible per site.

**Q.** That is where long-range order comes in. Is it derived?

**A.** It is assumed, as `hLRO`: for all large $N$, $\langle M^2\rangle_0\ge(mN)^2$. Since $M^2=\sum_{i,j}s_is_j$, this says that the spin correlation $\langle s_is_j\rangle_0$, averaged over all $N^2$ ordered pairs $(i,j)$ including $i=j$, stays at least $m^2$. The physical case is $m>0$. Whether a given model satisfies it at a given temperature is a separate question, and usually the hard one.

Granted that, $\sqrt{\langle M^2\rangle_0}\ge|mN|\ge mN$, so
$$\frac{\langle M\rangle_h}{N}\ge m-\frac{\log2}{\beta hN}\ge m-\varepsilon
\quad\text{once}\quad N\ge\frac{\log2}{\beta h\,\varepsilon}$$
and $N$ is positive and large enough for the assumption to apply. In Lean, `∀ᶠ N in atTop` means "for all sufficiently large $N$", and `filter_upwards` combines the three conditions. The energies `E N` form an arbitrary sequence; nothing relates one size to the next.

```lean
/-- For flip-even energies and `β > 0`: if `⟨M²⟩ ≥ m² N²` in zero field for all large `N`, then in
any fixed positive field the magnetization per site is at least `m - ε` for all large `N`. -/
theorem long_range_order_magnetizes (E : ∀ N : ℕ, (Fin N → ℤˣ) → ℝ)
    (hE : ∀ N s, E N (-s) = E N s) {β m : ℝ} (hβ : 0 < β)
    (hLRO : ∀ᶠ N : ℕ in atTop,
      (m * N) ^ 2 ≤ avg (E N) β 0 (fun s => magnetization s ^ 2))
    {h ε : ℝ} (hh : 0 < h) (hε : 0 < ε) :
    ∀ᶠ N : ℕ in atTop, m - ε ≤ avg (E N) β h magnetization / N := by
  have big : ∀ᶠ N : ℕ in atTop, Real.log 2 / (β * h) / ε ≤ (N : ℝ) :=
    (tendsto_natCast_atTop_atTop (R := ℝ)).eventually_ge_atTop _
  filter_upwards [hLRO, eventually_gt_atTop 0, big] with N h1 h2 h3
  have hN : (0 : ℝ) < N := Nat.cast_pos.mpr h2
  have h4 := (le_abs_self (m * (N : ℝ))).trans (Real.abs_le_sqrt h1)
  have h5 := rms_sub_le_magnetization (E N) (hE N) hβ hh
  rw [div_le_iff₀ hε] at h3
  rw [le_div_iff₀ hN]
  linarith

end

end GriffithsMagnetizationBound
```

```lean
#print axioms GriffithsMagnetizationBound.zero_field_magnetization
-- 'GriffithsMagnetizationBound.zero_field_magnetization' depends on axioms: [propext, Classical.choice, Quot.sound]
#print axioms GriffithsMagnetizationBound.long_range_order_magnetizes
-- 'GriffithsMagnetizationBound.long_range_order_magnetizes' depends on axioms: [propext, Classical.choice, Quot.sound]
```

**Q.** I would have called the result spontaneous magnetization. Where is the limit $h\to0$?

**A.** The theorem stops one step earlier: it fixes $h>0$ and lets $N$ grow. The bound $m-\varepsilon$ is the same for every such $h$, however small, though the size $\log2/(\beta h\,\varepsilon)$ that the estimate asks for grows as $1/h$. In the opposite order, a finite system's average is continuous in $h$ and tends to $\langle M\rangle_0=0$. That is the order-of-limits effect.

**Q.** Could the statement have been modelled with that second limit in it?

**A.** Yes, by defining the spontaneous magnetization as the lower limit of $\langle M\rangle_h/N$ for $N\to\infty$, followed by the lower limit for $h\downarrow0$. The conclusion would be that this number is at least $m$. This is closer to the textbook wording and follows from the last theorem by a short argument that the file does not carry out. Like the last theorem, it would not display the explicit correction $\log2/(\beta h)$ of `rms_sub_le_magnetization`, from which one reads off a system size that suffices at a given field, provided the long-range-order assumption already holds at that size.

**Q.** Does that matter to someone running simulations?

**A.** For a classical Ising model with flip-even energy, yes. The exact zero-field mean of $M$ vanishes at every finite size, so the root-mean-square value is a natural measure of ferromagnetic order. The bound turns that value into a guaranteed minimum magnetization in a field, at the same temperature and size.
